# For bounded H − E, the energy error is at most quadratic in the admixture

**A:** Let H be Hermitian with Hv = Ev, and let x = a v + w be a unit vector with w orthogonal to v. If ‖(H − E)y‖ ≤ c‖y‖ for every y orthogonal to v, then

|⟨x, Hx⟩ − E| ≤ c‖w‖².

In a finite-basis calculation such a c exists, so an admixture of norm ε changes the energy by at most cε². Both errors are measured against an eigenvector and eigenvalue of the Hamiltonian matrix in an orthonormal basis; the error due to the finite basis itself is not covered.

**Q:** Which Hamiltonians does the formal version allow?

**A:** `V` is any complex inner product space, and `H` is a linear map from all of `V` to itself. A Hermitian matrix is the finite-dimensional case.

In Lean 4 with Mathlib:

```lean
import Mathlib

open scoped InnerProductSpace

namespace QuadraticEnergyError

noncomputable section

variable {V : Type*} [NormedAddCommGroup V] [InnerProductSpace ℂ V]
```

**Q:** The energy is then defined as a real part. Doesn't that hide an imaginary piece?

```lean
/-- The real part of `⟨x, H x⟩`. For symmetric `H` and a unit vector `x` this is the energy
expectation value; there is no division by `‖x‖²`. -/
def energy (H : V →ₗ[ℂ] V) (x : V) : ℝ := (⟪x, H x⟫_ℂ).re
```

**A:** Not for symmetric `H`. `H.IsSymmetric` says ⟨Hx, y⟩ = ⟨x, Hy⟩, so ⟨x, Hx⟩ equals its own conjugate and is real. The next lemma records this.

```lean
/-- For a symmetric Hamiltonian the number `⟨x, H x⟩` is real and equals `energy H x`. -/
theorem energy_eq_inner {H : V →ₗ[ℂ] V} (hH : H.IsSymmetric) (x : V) :
    (energy H x : ℂ) = ⟪x, H x⟫_ℂ :=
  Complex.conj_eq_iff_re.mp ((inner_conj_symm (H x) x).trans (hH x x))
```

**Q:** Show me by hand why the first-order term vanishes.

**A:** Since (H − E)v = 0, only w survives:

(H − E)x = (H − E)w.

This vector is still orthogonal to v, because H is symmetric and E is real:

⟨v, (H − E)w⟩ = ⟨Hv, w⟩ − E⟨v, w⟩ = E⟨v, w⟩ − E⟨v, w⟩ = 0.

With ⟨x, x⟩ = 1, and the inner product conjugate-linear in its first slot,

⟨x, Hx⟩ − E = ⟨x, (H − E)x⟩ = a*⟨v, (H − E)w⟩ + ⟨w, (H − E)w⟩ = ⟨w, (H − E)w⟩.

In the code, `hr` removes v, `hvr` gives the orthogonality, `hl` drops the cross term and `hx` uses normalisation. `key` combines them, and taking real parts finishes the proof.

```lean
/-- Let `H` be symmetric, `H v = E v`, and `w` orthogonal to `v`. If `a v + w` is a unit vector, its
energy error is the real part of `⟨w, (H - E) w⟩`, which involves the admixture `w` alone. -/
theorem energy_error_eq {H : V →ₗ[ℂ] V} (hH : H.IsSymmetric) {E : ℝ} {v w : V} {a : ℂ}
    (hv : H v = (E : ℂ) • v) (hvw : ⟪v, w⟫_ℂ = 0) (hn : ‖a • v + w‖ = 1) :
    energy H (a • v + w) - E = (⟪w, H w - (E : ℂ) • w⟫_ℂ).re := by
  -- `H - E` removes the exact eigenvector
  have hr : H (a • v + w) - (E : ℂ) • (a • v + w) = H w - (E : ℂ) • w := by
    rw [map_add, map_smul, hv]
    module
  -- the residual stays orthogonal to `v`
  have hvr : ⟪v, H w - (E : ℂ) • w⟫_ℂ = 0 := by
    rw [inner_sub_right, ← hH v w, hv, inner_smul_left, inner_smul_right, hvw]
    simp
  have hl : ⟪a • v + w, H w - (E : ℂ) • w⟫_ℂ = ⟪w, H w - (E : ℂ) • w⟫_ℂ := by
    rw [inner_add_left, inner_smul_left, hvr, mul_zero, zero_add]
  -- normalisation turns `E ⟨x, x⟩` into `E`
  have hx : ⟪a • v + w, H (a • v + w) - (E : ℂ) • (a • v + w)⟫_ℂ
      = ⟪a • v + w, H (a • v + w)⟫_ℂ - (E : ℂ) := by
    have h1 : ⟪a • v + w, a • v + w⟫_ℂ = 1 := by
      rw [inner_self_eq_norm_sq_to_K, hn]
      norm_num
    rw [inner_sub_right, inner_smul_right, h1, mul_one]
  have key : ⟪a • v + w, H (a • v + w)⟫_ℂ - (E : ℂ) = ⟪w, H w - (E : ℂ) • w⟫_ℂ := by
    rw [← hx, hr, hl]
  have h := congrArg Complex.re key
  rw [Complex.sub_re, Complex.ofReal_re] at h
  exact h
```

**Q:** That is an identity. Where does the estimate enter?

**A:** In Cauchy-Schwarz, followed by the bound applied to w:

|⟨w, (H − E)w⟩| ≤ ‖w‖ ‖(H − E)w‖ ≤ c‖w‖².

The `calc` block has these two steps, preceded by |Re z| ≤ |z|. The bound itself is the hypothesis `hc`.

```lean
/-- Let `H` be symmetric, `H v = E v`, `w` orthogonal to `v`, and `a v + w` a unit vector.
If `‖(H - E) y‖ ≤ c ‖y‖` for all `y` orthogonal to `v`, the energy of `a v + w` differs from `E`
by at most `c ‖w‖²`. -/
theorem abs_energy_error_le {H : V →ₗ[ℂ] V} (hH : H.IsSymmetric) {E c : ℝ} {v w : V} {a : ℂ}
    (hv : H v = (E : ℂ) • v) (hvw : ⟪v, w⟫_ℂ = 0) (hn : ‖a • v + w‖ = 1)
    (hc : ∀ y, ⟪v, y⟫_ℂ = 0 → ‖H y - (E : ℂ) • y‖ ≤ c * ‖y‖) :
    |energy H (a • v + w) - E| ≤ c * ‖w‖ ^ 2 := by
  rw [energy_error_eq hH hv hvw hn]
  calc |(⟪w, H w - (E : ℂ) • w⟫_ℂ).re|
      ≤ ‖⟪w, H w - (E : ℂ) • w⟫_ℂ‖ := Complex.abs_re_le_norm _
    _ ≤ ‖w‖ * ‖H w - (E : ℂ) • w‖ := norm_inner_le_norm _ _
    _ ≤ ‖w‖ * (c * ‖w‖) := mul_le_mul_of_nonneg_left (hc w hvw) (norm_nonneg _)
    _ = c * ‖w‖ ^ 2 := by ring
```

**Q:** What does c stand for physically?

**A:** It limits how far the rest of the spectrum lies from E. For a Hermitian matrix of size at least two and v ≠ 0, the smallest possible c is the largest |E_k − E| over the remaining eigenvalues E_k, counted with multiplicity. The theorem assumes c and does not compute it. If the energies orthogonal to v are unbounded, as for a molecular Hamiltonian before a finite basis is chosen, no finite c exists.

**Q:** And must v be normalised or be the ground state?

**A:** Neither. The weight outside v is ‖w‖² however v is scaled, and E may be an excited level. If v is a unit vector, the weight can be written through the overlap. Set w = x − ⟨v, x⟩v. Then ⟨v, w⟩ = ⟨v, x⟩ − ⟨v, x⟩ = 0, and Pythagoras gives

1 = ‖x‖² = |⟨v, x⟩|² + ‖w‖².

The error is therefore at most c(1 − |⟨v, x⟩|²). The proof builds this w, obtains its weight as `hw2` and applies the previous theorem.

```lean
/-- Let `H` be symmetric with unit eigenvector `v` at energy `E`, and let
`‖(H - E) y‖ ≤ c ‖y‖` for all `y` orthogonal to `v`. The energy error of a unit vector `x`
is at most `c` times the infidelity `1 - |⟨v, x⟩|²`. -/
theorem abs_energy_error_le_infidelity {H : V →ₗ[ℂ] V} (hH : H.IsSymmetric) {E c : ℝ} {v x : V}
    (hv : H v = (E : ℂ) • v) (hv1 : ‖v‖ = 1) (hx : ‖x‖ = 1)
    (hc : ∀ y, ⟪v, y⟫_ℂ = 0 → ‖H y - (E : ℂ) • y‖ ≤ c * ‖y‖) :
    |energy H x - E| ≤ c * (1 - ‖⟪v, x⟫_ℂ‖ ^ 2) := by
  -- split off the component of `x` along `v`
  obtain ⟨w, hw⟩ : ∃ w, w = x - ⟪v, x⟫_ℂ • v := ⟨_, rfl⟩
  have hdec : ⟪v, x⟫_ℂ • v + w = x := by
    rw [hw]
    abel
  have hvw : ⟪v, w⟫_ℂ = 0 := by
    rw [hw, inner_sub_right, inner_smul_right, inner_self_eq_norm_sq_to_K, hv1]
    simp
  -- Pythagoras gives the weight of the remainder
  have hp := norm_add_sq (𝕜 := ℂ) (⟪v, x⟫_ℂ • v) w
  rw [hdec, inner_smul_left, hvw, mul_zero, map_zero, norm_smul, hv1, hx] at hp
  have hw2 : ‖w‖ ^ 2 = 1 - ‖⟪v, x⟫_ℂ‖ ^ 2 := by linarith
  have h := abs_energy_error_le hH hv hvw (by rw [hdec]; exact hx) hc
  rw [hdec, hw2] at h
  exact h
```

**Q:** Does a good energy imply a good state?

**A:** For a ground state it does, if there is a gap above it. Suppose ⟨y, Hy⟩ ≥ (E + g)‖y‖² for all y orthogonal to v, with g > 0; for v ≠ 0 this makes E a non-degenerate ground level. The identity then gives

⟨x, Hx⟩ − E = ⟨w, Hw⟩ − E‖w‖² ≥ g‖w‖².

Dividing by g bounds the weight. Here `h3` expands the expectation value and `hgap w hvw` supplies the inequality. No c is needed. For an excited level a gap on both sides is not enough: a superposition of a lower and a higher eigenstate can have exactly the energy E and no overlap with v.

```lean
/-- Let `H` be symmetric, `H v = E v`, `w` orthogonal to `v`, and `a v + w` a unit vector. If
`g > 0` and `Re ⟨y, H y⟩ ≥ (E + g) ‖y‖²` for every `y` orthogonal to `v`, then the weight `‖w‖²` is
at most the energy error divided by the gap. -/
theorem weight_le_energy_error_div_gap {H : V →ₗ[ℂ] V} (hH : H.IsSymmetric) {E g : ℝ}
    {v w : V} {a : ℂ} (hv : H v = (E : ℂ) • v) (hvw : ⟪v, w⟫_ℂ = 0)
    (hn : ‖a • v + w‖ = 1) (hg : 0 < g)
    (hgap : ∀ y, ⟪v, y⟫_ℂ = 0 → (E + g) * ‖y‖ ^ 2 ≤ energy H y) :
    ‖w‖ ^ 2 ≤ (energy H (a • v + w) - E) / g := by
  have h2 : (⟪w, w⟫_ℂ).re = ‖w‖ ^ 2 := inner_self_eq_norm_sq (𝕜 := ℂ) w
  have h3 : (⟪w, H w - (E : ℂ) • w⟫_ℂ).re = energy H w - E * ‖w‖ ^ 2 := by
    rw [inner_sub_right, inner_smul_right, Complex.sub_re, Complex.re_ofReal_mul, h2]
    rfl
  rw [le_div_iff₀ hg, energy_error_eq hH hv hvw hn, h3]
  linarith [hgap w hvw]
```

**Q:** Could the quadratic bound be too generous by some fixed factor?

**A:** A qubit rules that out. Take Pauli Z and its two basis states.

```lean
/-- The Pauli Z operator on a qubit: it flips the sign of the second amplitude. -/
def pauliZ : EuclideanSpace ℂ (Fin 2) →ₗ[ℂ] EuclideanSpace ℂ (Fin 2) where
  toFun x := !₂[x 0, -x 1]
  map_add' x y := by
    ext i
    fin_cases i <;> simp [add_comm]
  map_smul' r x := by
    ext i
    fin_cases i <;> simp

/-- The qubit state with amplitudes `(1, 0)`. -/
def up : EuclideanSpace ℂ (Fin 2) := !₂[1, 0]

/-- The qubit state with amplitudes `(0, 1)`. -/
def down : EuclideanSpace ℂ (Fin 2) := !₂[0, 1]
```

For real p, q with p² + q² = 1, let x = p up + q down. Here v = up, E = 1 and w = q down, so ‖w‖² = q². Z preserves norms, so

‖(Z − 1)y‖ ≤ ‖Zy‖ + ‖y‖ = 2‖y‖,

and c = 2 works for every y. The energy error is

⟨x, Zx⟩ − 1 = p² − q² − 1 = −2q²,

whose absolute value is exactly c‖w‖². For q ≠ 0 the error is negative, because up is the upper level of Z. Without the absolute value, the general bound would not limit the size of such an error.

The theorem lists the hypotheses and this equality as six statements. Most follow by expanding the two components; the norm bound uses the triangle inequality, as above.

```lean
/-- For real `p`, `q` with `p² + q² = 1`, Pauli Z and the state `p up + q down` meet all
hypotheses of the quadratic bound with `E = 1` and `c = 2`, and the bound is an equality. -/
theorem pauliZ_witness (p q : ℝ) (h : p ^ 2 + q ^ 2 = 1) :
    pauliZ.IsSymmetric ∧ pauliZ up = up ∧ ⟪up, (q : ℂ) • down⟫_ℂ = 0 ∧
    ‖(p : ℂ) • up + (q : ℂ) • down‖ = 1 ∧ (∀ y, ‖pauliZ y - y‖ ≤ 2 * ‖y‖) ∧
    |energy pauliZ ((p : ℂ) • up + (q : ℂ) • down) - 1| = 2 * ‖(q : ℂ) • down‖ ^ 2 := by
  refine ⟨?_, ?_, ?_, ?_, ?_, ?_⟩
  · intro x y
    simp [pauliZ, PiLp.inner_apply, Fin.sum_univ_two]
  · ext i
    fin_cases i <;> simp [pauliZ, up]
  · simp [up, down, PiLp.inner_apply, Fin.sum_univ_two]
  · rw [EuclideanSpace.norm_eq]
    simp [up, down, Fin.sum_univ_two, h]
  · intro y
    -- Pauli Z preserves the norm, so the triangle inequality suffices
    have hy : ‖pauliZ y‖ = ‖y‖ := by
      rw [EuclideanSpace.norm_eq, EuclideanSpace.norm_eq]
      simp [pauliZ, Fin.sum_univ_two]
    linarith [norm_sub_le (pauliZ y) y]
  · have he : energy pauliZ ((p : ℂ) • up + (q : ℂ) • down) = p * p - q * q := by
      simp [energy, pauliZ, up, down, PiLp.inner_apply, Fin.sum_univ_two, sub_eq_add_neg]
    have hw : ‖(q : ℂ) • down‖ ^ 2 = q ^ 2 := by
      rw [EuclideanSpace.norm_sq_eq]
      simp [down, Fin.sum_univ_two]
    have hd : p * p - q * q - 1 = -(2 * q ^ 2) := by linarith
    rw [he, hw, hd, abs_neg, abs_of_nonneg (by positivity)]

end

end QuadraticEnergyError
```

```lean
#print axioms QuadraticEnergyError.energy_eq_inner
#print axioms QuadraticEnergyError.abs_energy_error_le_infidelity
#print axioms QuadraticEnergyError.weight_le_energy_error_div_gap
```

```
'QuadraticEnergyError.energy_eq_inner' depends on axioms: [propext, Classical.choice, Quot.sound]
'QuadraticEnergyError.abs_energy_error_le_infidelity' depends on axioms: [propext, Classical.choice, Quot.sound]
'QuadraticEnergyError.weight_le_energy_error_div_gap' depends on axioms: [propext, Classical.choice, Quot.sound]
```
